# Quadrature for a positive functional: positive weights when $n$ distinct nodes are exact through degree $2n-2$, and no exactness through degree $2n$

Approximate $\int_{-1}^{1} p(t)\,dt$ by one sampled value, $w_0\,p(x_0)$, with a node $x_0$ and a weight $w_0$. If the rule is right for constants, then $w_0=\int_{-1}^{1}1^2\,dt=2$, so the weight is the integral of a square and is positive. On $p=(t-x_0)^2$ the rule returns zero, because $p$ vanishes at the node, while the integral is $\tfrac23+2x_0^2>0$. No choice of $x_0$ and $w_0$ makes the rule right for all quadratics. Both observations test the rule on a square whose values at the nodes are known, and both carry over to $n$ nodes and to any linear functional that is strictly positive on squares of nonzero polynomials.

## Functionals, rules and exactness

```lean
import Mathlib

open Polynomial

namespace QuadraturePositivity

noncomputable section
```

Let $L$ be a linear map from real polynomials in one variable $X$ to $\mathbb{R}$. It is called positive if $L(q^2)>0$ for every polynomial $q\neq0$. The model is $L(p)=\int\rho(t)\,p(t)\,dt$ with a weight function $\rho\ge0$ that has finite moments and is positive on some interval; the condition says that $L(pq)$ is an inner product on polynomials, so every nonzero polynomial has a positive norm. Positivity is a hypothesis of (c), (d) and (e), is not assumed in (a), (b), (f) and (g), and is derived only for unit weight on $[-1,1]$.

```lean
/-- A linear functional on real polynomials is positive if it is strictly positive on the
square of every nonzero polynomial. -/
def IsPositive (L : ℝ[X] →ₗ[ℝ] ℝ) : Prop := ∀ q : ℝ[X], q ≠ 0 → 0 < L (q ^ 2)
```

A rule has nodes $x_i$ and weights $w_i$, $i=0,\dots,n-1$, given as functions on `Fin n`. It is exact through degree $d$ if $L(p)=\sum_i w_i\,p(x_i)$ whenever $\deg p\le d$. The zero polynomial has `natDegree` zero and is included. Nothing is said about integrands that are not polynomials, or about several variables.

```lean
/-- The rule with nodes `x` and weights `w` reproduces `L` on all polynomials of degree
at most `d`. -/
def ExactThrough {n : ℕ} (L : ℝ[X] →ₗ[ℝ] ℝ) (x w : Fin n → ℝ) (d : ℕ) : Prop :=
  ∀ p : ℝ[X], p.natDegree ≤ d → L p = ∑ i, w i * p.eval (x i)
```

The node polynomial is $\omega=\prod_i (X-x_i)$, and `uniform` is $U(p)=\int_{-1}^{1}p(t)\,dt$.

```lean
/-- The node polynomial `∏ᵢ (X - xᵢ)`. -/
def nodePoly {n : ℕ} (x : Fin n → ℝ) : ℝ[X] := ∏ i, (X - C (x i))

/-- Integration of a polynomial over `[-1, 1]` with unit weight. -/
def uniform : ℝ[X] →ₗ[ℝ] ℝ where
  toFun p := ∫ t in (-1 : ℝ)..1, p.eval t
  map_add' p q := by
    simp only [eval_add]
    exact intervalIntegral.integral_add (p.continuous.intervalIntegrable _ _)
      (q.continuous.intervalIntegrable _ _)
  map_smul' c p := by
    simp only [eval_smul, smul_eq_mul, RingHom.id_apply]
    exact intervalIntegral.integral_const_mul _ _
```

Where at least one node is needed, $n=m+1$ with $m\ge0$, so $2n-2=2m$ and $i$ runs from $0$ to $m$.

## (a) The node polynomial

*Show that $\omega$ has leading coefficient one, has degree $n$ and vanishes at every node, whether or not the nodes are distinct.*

Each factor $X-x_i$ is monic of degree one. A product of monic polynomials is monic and the degrees add, giving $n$. In $\omega(x_i)=\prod_j(x_i-x_j)$ the factor $j=i$ is zero, which is the step `Finset.prod_eq_zero`.

```lean
/-- The node polynomial of `n` nodes is monic, has degree `n` and vanishes at every node. -/
theorem nodePoly_spec {n : ℕ} (x : Fin n → ℝ) :
    (nodePoly x).Monic ∧ (nodePoly x).natDegree = n ∧ ∀ i, (nodePoly x).eval (x i) = 0 := by
  refine ⟨monic_prod_of_monic _ _ fun i _ => monic_X_sub_C _, ?_, fun i => ?_⟩
  · rw [nodePoly, natDegree_prod_of_monic _ _ fun i _ => monic_X_sub_C (x i)]
    simp
  · rw [nodePoly, eval_prod]
    exact Finset.prod_eq_zero (Finset.mem_univ i) (by simp)
```

## (b) Weights as values of $L$ on squares

*For $m+1$ distinct nodes and a rule exact through degree $2m$, show that $w_i=L(\ell_i^2)$, where $\ell_i=\prod_{j\neq i}(X-x_j)/(x_i-x_j)$. Positivity of $L$ is not needed.*

The Lagrange polynomial $\ell_i$ has $m$ linear factors, so $\deg\ell_i^2=2m$ and the rule applies to it. At the nodes $\ell_i(x_j)=\delta_{ij}$, hence
$$L(\ell_i^2)=\sum_j w_j\,\ell_i(x_j)^2=\sum_j w_j\,\delta_{ij}=w_i .$$
Distinctness is `Function.Injective x`, and $\ell_i$ is `Lagrange.basis Finset.univ x i`. The first equality is `key`; `Finset.sum_eq_single` collapses the sum, with `Lagrange.eval_basis_self` for $j=i$ and `Lagrange.eval_basis_of_ne` for $j\neq i$.

```lean
/-- For `m + 1` distinct nodes and exactness through degree `2m`, each weight is the value
of `L` on the square of the corresponding Lagrange basis polynomial. -/
theorem weight_eq_sq_basis {m : ℕ} (L : ℝ[X] →ₗ[ℝ] ℝ) (x w : Fin (m + 1) → ℝ)
    (hx : Function.Injective x) (h : ExactThrough L x w (2 * m)) (i : Fin (m + 1)) :
    w i = L (Lagrange.basis Finset.univ x i ^ 2) := by
  have hinj : Set.InjOn x ↑(Finset.univ : Finset (Fin (m + 1))) := fun _ _ _ _ e => hx e
  -- the squared basis polynomial has degree `2m`, so the rule applies to it
  have key := h (Lagrange.basis Finset.univ x i ^ 2) (by
    rw [natDegree_pow, Lagrange.natDegree_basis hinj (Finset.mem_univ i)]
    simp)
  -- it equals one at node `i` and zero at the other nodes
  rw [key, Finset.sum_eq_single i]
  · rw [eval_pow, Lagrange.eval_basis_self hinj (Finset.mem_univ i)]
    ring
  · intro j _ hj
    rw [eval_pow, Lagrange.eval_basis_of_ne (Ne.symm hj) (Finset.mem_univ j)]
    ring
  · intro hi
    exact absurd (Finset.mem_univ i) hi
```

## (c) Positive weights

*With $L$ positive and the hypotheses of (b), show that $w_i>0$ for every $i$.*

Since $\ell_i(x_i)=1$, the polynomial $\ell_i$ is not zero. Then $w_i=L(\ell_i^2)>0$. For $m=0$ the product is empty, $\ell_0=1$, and the statement is $w_0=L(1)>0$, as in the one-node case above. In Lean, assuming $\ell_i=0$ turns `h1` into $0=1$.

```lean
/-- For a positive functional, a rule with `n = m + 1` distinct nodes that is exact through
degree `2n - 2 = 2m` has all weights positive. -/
theorem weights_pos {m : ℕ} (L : ℝ[X] →ₗ[ℝ] ℝ) (hL : IsPositive L) (x w : Fin (m + 1) → ℝ)
    (hx : Function.Injective x) (h : ExactThrough L x w (2 * m)) (i : Fin (m + 1)) :
    0 < w i := by
  have hinj : Set.InjOn x ↑(Finset.univ : Finset (Fin (m + 1))) := fun _ _ _ _ e => hx e
  rw [weight_eq_sq_basis L x w hx h i]
  apply hL
  intro h0
  have h1 := Lagrange.eval_basis_self hinj (Finset.mem_univ i)
  rw [h0, eval_zero] at h1
  exact zero_ne_one h1
```

Discrete variable representations of the Schrödinger equation that are built on a quadrature rule attach a factor $\sqrt{w_i}$ to each grid point, and this result makes that factor real and nonzero for a one-dimensional rule that has the stated polynomial exactness against a positive weight.

## (d) The barrier at degree $2n$

*For positive $L$, show that no rule with $n$ nodes, distinct or not, is exact through degree $2n$.*

Suppose that one is. By (a), $\deg\omega^2=2n$, so $L(\omega^2)=\sum_i w_i\,\omega(x_i)^2=0$. But $\omega$ is monic, hence nonzero, and $L(\omega^2)>0$. The two statements are `key` and `pos`, and together they give $0<0$. The case $n=0$ is included: $\omega=1$, the empty sum is zero, and $L(1)>0$.

```lean
/-- For a positive functional, no rule with `n` nodes, distinct or not, is exact through
degree `2n`. -/
theorem not_exact_two_mul {n : ℕ} (L : ℝ[X] →ₗ[ℝ] ℝ) (hL : IsPositive L) (x w : Fin n → ℝ) :
    ¬ ExactThrough L x w (2 * n) := by
  intro h
  obtain ⟨hm, hd, hz⟩ := nodePoly_spec x
  -- the rule gives zero on the squared node polynomial, while `L` is positive on it
  have key := h (nodePoly x ^ 2) (le_of_eq (by rw [natDegree_pow, hd]))
  have pos := hL _ hm.ne_zero
  rw [key] at pos
  simp [eval_pow, hz] at pos
```

The following observations are argued here only and have no Lean statement below. Strict positivity is what carries (c) and (d). The functional $L(p)=p(0)$ has $L(q^2)\ge0$ but $L(X^2)=0$; the single node $0$ with weight $1$ reproduces it in every degree, and so do the nodes $0,1$ with weights $1,0$, one of which is not positive. Distinctness in (c) behaves differently: merging repeated nodes among $m+1$ would leave a rule with $k\le m$ nodes exact through $2m\ge2k$, which (d) forbids, so for positive $L$ repeated nodes never reach that degree.

## (e) Errors in the sampled values

*Under the hypotheses of (c), let the sampled values carry errors $e_i$ with $|e_i|\le\varepsilon$. Show that $\left|\sum_i w_ie_i\right|\le L(1)\,\varepsilon$.*

Exactness on the constant polynomial gives $\sum_i w_i=L(1)$, which is `h1`. The triangle inequality and $|w_i|=w_i$ from (c) give
$$\Big|\sum_i w_ie_i\Big|\le\sum_i|w_i|\,|e_i|=\sum_i w_i|e_i|\le\varepsilon\sum_i w_i=L(1)\,\varepsilon .$$
The constant does not depend on the number of nodes. The bound concerns the sampled values only, and not the truncation error of the rule or rounding in the summation.

```lean
/-- For a positive functional and `m + 1` distinct nodes with exactness through degree `2m`,
the weighted sum of errors `e i` of size at most `ε` is bounded by `L 1 * ε`. -/
theorem error_bound {m : ℕ} (L : ℝ[X] →ₗ[ℝ] ℝ) (hL : IsPositive L) (x w : Fin (m + 1) → ℝ)
    (hx : Function.Injective x) (h : ExactThrough L x w (2 * m))
    (e : Fin (m + 1) → ℝ) (ε : ℝ) (he : ∀ i, |e i| ≤ ε) :
    |∑ i, w i * e i| ≤ L 1 * ε := by
  have h1 : L 1 = ∑ i, w i := by
    rw [h 1 (by simp)]
    simp
  rw [h1, Finset.sum_mul]
  refine (Finset.abs_sum_le_sum_abs _ _).trans (Finset.sum_le_sum fun i _ => ?_)
  have hw := weights_pos L hL x w hx h i
  rw [abs_mul, abs_of_pos hw]
  exact mul_le_mul_of_nonneg_left (he i) hw.le
```

## (f) Degree $2m+1$ and orthogonality

*For any linear $L$ and any $m+1$ nodes, show that the rule is exact through degree $2m+1$ if and only if it is exact through degree $m$ and $L(\omega q)=0$ for all $q$ with $\deg q\le m$.*

Assume exactness through $2m+1$. It includes degree $m$. Also $\deg(\omega q)\le(m+1)+m$, so $L(\omega q)=\sum_i w_i\,\omega(x_i)\,q(x_i)=0$.

Conversely, let $\deg p\le2m+1$ and divide by the monic $\omega$ to get $p=r+\omega s$. The remainder has $\deg r\le m$, and the quotient has $\deg s\le(2m+1)-(m+1)=m$. At a node $\omega$ vanishes, so $r(x_i)=p(x_i)$. Then
$$L(p)=L(r)+L(\omega s)=L(r)=\sum_i w_i\,r(x_i)=\sum_i w_i\,p(x_i).$$
In Lean $r$ is `p %ₘ nodePoly x` and $s$ is `p /ₘ nodePoly x`; `hr` and `hq` control their degrees, `hev` is the equality at the nodes, and the `calc` block is the displayed chain.

Degree $2m+1=2n-1$ is the highest that (d) leaves open. Rules with $n$ nodes that reach this degree are called Gaussian, and the equivalence characterises them by exactness through degree $m$ together with the orthogonality of $\omega$; it does not show that such nodes exist, which for positive $L$ amounts to the orthogonal polynomial of degree $n$ having $n$ distinct real roots.

```lean
/-- A rule with `m + 1` nodes is exact through degree `2m + 1` if and only if it is exact
through degree `m` and its node polynomial is `L`-orthogonal to all polynomials of degree
at most `m`. -/
theorem exact_iff_orthogonal {m : ℕ} (L : ℝ[X] →ₗ[ℝ] ℝ) (x w : Fin (m + 1) → ℝ) :
    ExactThrough L x w (2 * m + 1) ↔
      ExactThrough L x w m ∧ ∀ q : ℝ[X], q.natDegree ≤ m → L (nodePoly x * q) = 0 := by
  obtain ⟨hm, hd, hz⟩ := nodePoly_spec x
  constructor
  · intro h
    refine ⟨fun p hp => h p (by omega), fun q hq => ?_⟩
    have hle : (nodePoly x * q).natDegree ≤ (nodePoly x).natDegree + q.natDegree :=
      natDegree_mul_le
    rw [h (nodePoly x * q) (by omega)]
    simp [hz]
  · rintro ⟨h1, h2⟩ p hp
    -- divide by the node polynomial: quotient and remainder have degree at most `m`
    have e : p %ₘ nodePoly x + nodePoly x * (p /ₘ nodePoly x) = p := by
      first
        | exact modByMonic_add_div p hm
        | exact modByMonic_add_div p _
    have hne : nodePoly x ≠ 1 := by
      intro h0
      rw [h0, natDegree_one] at hd
      omega
    have hr := natDegree_modByMonic_lt p hm hne
    have hq := natDegree_divByMonic p hm
    have hev : ∀ i, (p %ₘ nodePoly x).eval (x i) = p.eval (x i) := by
      intro i
      have h3 := congrArg (eval (x i)) e
      rw [eval_add, eval_mul, hz i, zero_mul, add_zero] at h3
      exact h3
    calc L p = L (p %ₘ nodePoly x + nodePoly x * (p /ₘ nodePoly x)) := by rw [e]
      _ = L (p %ₘ nodePoly x) := by
          rw [map_add, h2 (p /ₘ nodePoly x) (by omega), add_zero]
      _ = ∑ i, w i * p.eval (x i) := by
          rw [h1 (p %ₘ nodePoly x) (by omega)]
          exact Finset.sum_congr rfl fun i _ => by rw [hev i]
```

## (g) Checking exactness on monomials

*Show that $L(X^k)=\sum_i w_ix_i^k$ for $k=0,\dots,d$ implies exactness through degree $d$.*

Write $p=\sum_{k=0}^{d}a_kX^k$ with real coefficients $a_k$. By linearity and an exchange of two finite sums,
$$L(p)=\sum_k a_kL(X^k)=\sum_k\sum_i w_i\,a_kx_i^k=\sum_i w_i\sum_k a_kx_i^k=\sum_i w_i\,p(x_i).$$
The first equality is `h1`, with $a_k$ as `p.coeff k`, and the exchange is `Finset.sum_comm`.

```lean
/-- A rule that reproduces the moments `L (X ^ k)` for `k ≤ d` is exact through degree `d`. -/
theorem exact_of_moments {n d : ℕ} (L : ℝ[X] →ₗ[ℝ] ℝ) (x w : Fin n → ℝ)
    (h : ∀ k ≤ d, L (X ^ k) = ∑ i, w i * x i ^ k) : ExactThrough L x w d := by
  intro p hp
  have hlt : p.natDegree < d + 1 := by omega
  have h1 : L p = ∑ k ∈ Finset.range (d + 1), p.coeff k * L (X ^ k) := by
    conv_lhs => rw [p.as_sum_range' (d + 1) hlt]
    rw [map_sum]
    refine Finset.sum_congr rfl fun k _ => ?_
    rw [← C_mul_X_pow_eq_monomial, ← smul_eq_C_mul, map_smul, smul_eq_mul]
  calc L p = ∑ k ∈ Finset.range (d + 1), ∑ i, w i * (p.coeff k * x i ^ k) := by
        rw [h1]
        refine Finset.sum_congr rfl fun k hk => ?_
        rw [h k (Nat.lt_succ_iff.mp (Finset.mem_range.mp hk)), Finset.mul_sum]
        exact Finset.sum_congr rfl fun i _ => by ring
    _ = ∑ i, ∑ k ∈ Finset.range (d + 1), w i * (p.coeff k * x i ^ k) := Finset.sum_comm
    _ = ∑ i, w i * p.eval (x i) :=
        Finset.sum_congr rfl fun i _ => by rw [eval_eq_sum_range' hlt, Finset.mul_sum]
```

## (h) Integration over $[-1,1]$

*Show that $U$ is positive and that $U(X^k)=\bigl(1-(-1)^{k+1}\bigr)/(k+1)$.*

A nonzero $q$ has finitely many roots and $[-1,1]$ has infinitely many points, so $q(c)^2>0$ at some point $c$ of the interval; this is `hex`. The function $q(t)^2$ is continuous, nonnegative and positive at $c$, so its integral exceeds the integral of zero. The moments are $\bigl[t^{k+1}/(k+1)\bigr]_{-1}^{1}$, by `integral_pow`; for $k=0,1,2$ they are $2,\ 0,\ \tfrac23$.

```lean
/-- Integration over `[-1, 1]` is a positive functional, with moments
`(1 - (-1)^(k+1)) / (k+1)`. -/
theorem uniform_spec : IsPositive uniform ∧
    ∀ k : ℕ, uniform (X ^ k) = (1 - (-1) ^ (k + 1)) / ((k : ℝ) + 1) := by
  constructor
  · intro q hq
    -- a nonzero polynomial cannot vanish on the whole interval
    have hex : ∃ c ∈ Set.Icc (-1 : ℝ) 1, (0 : ℝ) < (q ^ 2).eval c := by
      by_contra hc
      apply hq
      apply eq_zero_of_infinite_isRoot
      refine (Set.Icc_infinite (by norm_num : (-1 : ℝ) < 1)).mono fun c hcm => ?_
      by_contra h0
      have h1 : q.eval c ≠ 0 := h0
      exact hc ⟨c, hcm, by rw [eval_pow]; positivity⟩
    have key := intervalIntegral.integral_lt_integral_of_continuousOn_of_le_of_exists_lt
      (f := fun _ => (0 : ℝ)) (g := fun t => (q ^ 2).eval t) (by norm_num : (-1 : ℝ) < 1)
      continuousOn_const (q ^ 2).continuous.continuousOn
      (fun t _ => by
        show (0 : ℝ) ≤ (q ^ 2).eval t
        rw [eval_pow]
        exact sq_nonneg _) hex
    rw [intervalIntegral.integral_zero] at key
    exact key
  · intro k
    show ∫ t in (-1 : ℝ)..1, (X ^ k : ℝ[X]).eval t = _
    simp only [eval_pow, eval_X]
    rw [integral_pow, one_pow]
```

## (i) Two nodes exact through degree two

*Show that $U$ with nodes $-1,\tfrac13$ and weights $\tfrac12,\tfrac32$ meets every hypothesis of (c) for $m=1$.*

Positivity is (h), and the nodes differ. By (g) three moments suffice:
$$\tfrac12+\tfrac32=2,\qquad -\tfrac12+\tfrac32\cdot\tfrac13=0,\qquad \tfrac12+\tfrac32\cdot\tfrac19=\tfrac23 .$$
These are the cases produced by `interval_cases k`. The formula of (b) can be seen directly: $\ell_0=(1-3X)/4$ gives $U(\ell_0^2)=(2+6)/16=\tfrac12$, and $\ell_1=3(X+1)/4$ gives $U(\ell_1^2)=\tfrac9{16}\cdot\tfrac83=\tfrac32$.

```lean
/-- Integration over `[-1, 1]` is positive, and the rule with the distinct nodes `-1, 1/3`
and weights `1/2, 3/2` is exact for it through degree two. -/
theorem weights_pos_witness : IsPositive uniform ∧
    Function.Injective (![-1, 1 / 3] : Fin 2 → ℝ) ∧
    ExactThrough uniform ![-1, 1 / 3] ![1 / 2, 3 / 2] 2 := by
  refine ⟨uniform_spec.1, ?_, exact_of_moments _ _ _ fun k hk => ?_⟩
  · intro i j h
    fin_cases i <;> fin_cases j <;>
      first
        | rfl
        | (exfalso; norm_num at h)

  · rw [uniform_spec.2]
    interval_cases k <;> norm_num [Fin.sum_univ_succ]
```

## (j) One degree less allows a negative weight

*Show that for $U$ the nodes $\tfrac12,1$ with weights $4,-2$ are exact through degree one.*

The two moments are $4-2=2$ and $4\cdot\tfrac12-2\cdot1=0$, and (g) applies. Here $n=2$, the functional is positive and the nodes are distinct, but the degree is $2n-3=1$ and $w_1=-2$. The argument of (b) is unavailable because $\ell_1^2=(2X-1)^2$ has degree two, beyond the range of the rule. For two nodes, then, (c) fails when $2n-2$ is lowered by one. The constant of (e) fails as well, since errors $e_0=\varepsilon$, $e_1=-\varepsilon$ shift the sum by $6\varepsilon$, against $U(1)\,\varepsilon=2\varepsilon$. The theorem itself states the exactness, and the sign of the weight is read off from the vector `![4, -2]`.

```lean
/-- For integration over `[-1, 1]`, the two-node rule with nodes `1/2, 1` and weights
`4, -2`, one of them negative, is exact through degree one. -/
theorem negative_weight_lower_degree : ExactThrough uniform ![1 / 2, 1] ![4, -2] 1 := by
  refine exact_of_moments _ _ _ fun k hk => ?_
  rw [uniform_spec.2]
  interval_cases k <;> norm_num [Fin.sum_univ_succ]

end

end QuadraturePositivity
```

```lean
#print axioms QuadraturePositivity.weights_pos
#print axioms QuadraturePositivity.error_bound
#print axioms QuadraturePositivity.exact_iff_orthogonal
#print axioms QuadraturePositivity.negative_weight_lower_degree
```

```
'QuadraturePositivity.weights_pos' depends on axioms: [propext, Classical.choice, Quot.sound]
'QuadraturePositivity.error_bound' depends on axioms: [propext, Classical.choice, Quot.sound]
'QuadraturePositivity.exact_iff_orthogonal' depends on axioms: [propext, Classical.choice, Quot.sound]
'QuadraturePositivity.negative_weight_lower_degree' depends on axioms: [propext, Classical.choice, Quot.sound]
```
